# The damped Fourier transform of the Dirac-cone direction \(\hat{k}\) and its \(1/r^2\) limit

Take a plane wave \(e^{ikr\cos\varphi}\) in two dimensions, where \(k>0\) is the modulus of the wavevector, \(r\) the distance and \(\varphi\) the angle between wavevector and position. Weight it with \(k\cos\varphi\), damp it with \(e^{-\eta k}\), \(\eta>0\), and keep only the two directions \(\varphi=0\) and \(\varphi=\pi\). Since \(\int_0^\infty k e^{-zk}\,dk=1/z^2\) for \(\operatorname{Re}z>0\), they contribute
\[
\frac{1}{(\eta-ir)^2}-\frac{1}{(\eta+ir)^2}=\frac{4i\eta r}{(\eta^2+r^2)^2}.
\]
Opposite directions have complex-conjugate radial integrals and opposite weights, so real parts cancel and imaginary parts add. Summing over all directions gives the full transform, which is again imaginary and odd in \(r\).

For one non-interacting continuum Dirac cone \(H=v\,\boldsymbol\sigma\cdot\mathbf{k}\) (velocity \(v>0\), Pauli matrices \(\boldsymbol\sigma\), units with \(\hbar=1\)) with the lower band filled and the upper band empty, the projector onto the filled band is \(\tfrac12(1-\boldsymbol\sigma\cdot\hat{k})\), so the transform of the unit vector \(\hat{k}\) sets how the one-particle density matrix of this model falls off with distance.

## The integral

```lean
import Mathlib

open MeasureTheory Set Filter Topology
open Complex (I)
open scoped Real

namespace DiracConeTransform

noncomputable section
```

Measure angles from the position vector, so that \(\hat{k}=(\cos\varphi,\sin\varphi)\) and its component along an axis at angle \(\alpha\) is \(\cos(\varphi-\alpha)\). With area element \(k\,dk\,d\varphi\), define
\[
T(\eta,r,\alpha)=\int_0^{2\pi}\!d\varphi\int_0^\infty\!dk\;k\cos(\varphi-\alpha)\,e^{ikr\cos\varphi}e^{-\eta k}.
\]
All five arguments of `integrand` are real. The sign convention is \(e^{+i\mathbf{k}\cdot\mathbf{r}}\), and no factor \((2\pi)^{-2}\) is included.

```lean
/-- Polar integrand `k cos(φ-α) exp(i k r cos φ) exp(-η k)`: area element, component of the
unit vector `(cos φ, sin φ)` along the axis at angle `α`, plane wave and damping factor. -/
def integrand (η r α φ k : ℝ) : ℂ :=
  k * (Real.cos (φ - α) : ℝ) * Complex.exp (I * k * r * (Real.cos φ : ℝ))
    * Complex.exp (-(η : ℂ) * k)
```

`transform` is \(T\), with \(k\) over `Ioi (0 : ℝ)`, that is \((0,\infty)\), as the inner integral. The polar form is the definition; the change of variables from \(d^2k\) is not part of the file.

```lean
/-- The regularized transform: the integrand integrated over `k > 0` and `φ ∈ [0, 2π]`. -/
def transform (η r α : ℝ) : ℂ := ∫ φ in (0 : ℝ)..(2 * π), ∫ k in Ioi (0 : ℝ), integrand η r α φ k
```

## The radial integral

The two exponentials combine into \(e^{-Dk}\) with \(D(\varphi)=\eta-ir\cos\varphi\), which is `rate η r φ`.

```lean
/-- The complex radial decay rate `η - i r cos φ` in direction `φ`. -/
def rate (η r φ : ℝ) : ℂ := η - I * r * (Real.cos φ : ℝ)
```

Its real part is \(\eta\) in every direction, so \(D\neq0\).

```lean
/-- The real part of the radial decay rate is `η`. -/
theorem rate_re (η r φ : ℝ) : (rate η r φ).re = η := by simp [rate]
```

The integrand is then \(\cos(\varphi-\alpha)\,k\,e^{-Dk}\).

```lean
/-- The integrand is `cos(φ-α)` times `k exp(-D k)`, with `D` the radial decay rate. -/
theorem integrand_eq (η r α φ k : ℝ) : integrand η r α φ k =
    (Real.cos (φ - α) : ℝ) * (k * Complex.exp (-rate η r φ * k)) := by
  unfold integrand rate
  rw [show -((η : ℂ) - I * r * (Real.cos φ : ℝ)) * k
    = I * k * r * (Real.cos φ : ℝ) + -(η : ℂ) * k by ring, Complex.exp_add]
  ring
```

Absolute convergence depends only on the modulus, \(|k e^{-zk}|=|k|\,e^{-(\operatorname{Re}z)k}\) for complex \(z\).

```lean
/-- The modulus of `k exp(-z k)` is `|k| exp(-(Re z) k)`. -/
theorem radial_norm (z : ℂ) (k : ℝ) :
    ‖(k : ℂ) * Complex.exp (-z * k)‖ = |k| * Real.exp (-z.re * k) := by
  rw [norm_mul, Complex.norm_exp]; simp
```

For \(\operatorname{Re}z>0\) the function \(-(k/z+1/z^2)e^{-zk}\) has derivative \(ke^{-zk}\), vanishes as \(k\to\infty\) and equals \(-1/z^2\) at \(k=0\), so the integral is \(1/z^2\). In `radial_integral`, `hi` gets integrability by comparison with the real function \(k e^{-(\operatorname{Re}z)k}\), `hd` is the derivative, and `t1` and `t0` send the two terms of the antiderivative to zero.

```lean
/-- For `Re z > 0`, `k exp(-z k)` is integrable on `k > 0` with integral `1 / z²`. -/
theorem radial_integral {z : ℂ} (hz : 0 < z.re) :
    IntegrableOn (fun k : ℝ => (k : ℂ) * Complex.exp (-z * k)) (Ioi 0) ∧
      ∫ k in Ioi (0 : ℝ), (k : ℂ) * Complex.exp (-z * k) = 1 / z ^ 2 := by
  have hz0 : z ≠ 0 := fun h => by simp [h] at hz
  have hi : IntegrableOn (fun k : ℝ => (k : ℂ) * Complex.exp (-z * k)) (Ioi 0) := by
    have h := integrableOn_rpow_mul_exp_neg_mul_rpow (s := 1) (p := 1) (by norm_num)
      (by norm_num) hz
    refine Integrable.mono h (Continuous.aestronglyMeasurable (by fun_prop))
      (ae_of_all _ fun k => ?_)
    rw [radial_norm]
    simp [Real.rpow_one]
  refine ⟨hi, ?_⟩
  -- antiderivative `-(k/z + 1/z²) exp(-z k)`, vanishing at infinity
  have hd : ∀ w : ℂ, HasDerivAt (fun w : ℂ => (-1 / z * w - 1 / z ^ 2) * Complex.exp (-z * w))
      (w * Complex.exp (-z * w)) w := fun w => by
    have h1 := ((hasDerivAt_id' w).const_mul (-z)).cexp
    have h2 := ((hasDerivAt_id' w).const_mul (-1 / z)).sub_const (1 / z ^ 2)
    exact (h2.fun_mul h1).congr_deriv (by field_simp; ring)
  have t1 : Tendsto (fun k : ℝ => (k : ℂ) * Complex.exp (-z * k)) atTop (𝓝 0) := by
    rw [tendsto_zero_iff_norm_tendsto_zero]
    refine (tendsto_rpow_mul_exp_neg_mul_atTop_nhds_zero 1 _ hz).congr' ?_
    filter_upwards [eventually_gt_atTop (0 : ℝ)] with k hk
    rw [radial_norm, abs_of_pos hk, Real.rpow_one]
  have t0 : Tendsto (fun k : ℝ => Complex.exp (-z * k)) atTop (𝓝 0) := by
    rw [tendsto_zero_iff_norm_tendsto_zero]
    refine (tendsto_rpow_mul_exp_neg_mul_atTop_nhds_zero 0 _ hz).congr fun k => ?_
    rw [Complex.norm_exp]; simp
  have t : Tendsto (fun k : ℝ => (-1 / z * k - 1 / z ^ 2) * Complex.exp (-z * k)) atTop
      (𝓝 (-1 / z * 0 - 1 / z ^ 2 * 0)) :=
    ((t1.const_mul (-1 / z)).sub (t0.const_mul (1 / z ^ 2))).congr fun k => by ring
  rw [integral_Ioi_of_hasDerivAt_of_tendsto' (fun k _ => (hd (k : ℝ)).comp_ofReal) hi t]
  simp
```

Because \(|\cos(\varphi-\alpha)|\le1\) and \(\operatorname{Re}D=\eta\), the integrand is bounded in modulus by \(k e^{-\eta k}\), which is integrable over \((0,2\pi]\times(0,\infty)\). `integrand_integrable` states this absolute convergence of the double integral. The evaluation below does not use it.

```lean
/-- For `η > 0` the integrand is jointly integrable over `φ ∈ (0, 2π]` and `k > 0`. -/
theorem integrand_integrable {η : ℝ} (hη : 0 < η) (r α : ℝ) :
    Integrable (fun p : ℝ × ℝ => integrand η r α p.1 p.2)
      ((volume.restrict (Ioc 0 (2 * π))).prod (volume.restrict (Ioi 0))) := by
  have h1 : Integrable (fun _ : ℝ => (1 : ℂ)) (volume.restrict (Ioc 0 (2 * π))) :=
    (continuous_const.intervalIntegrable 0 (2 * π)).1
  have h2 := (radial_integral (z := (η : ℂ)) (by simpa using hη)).1
  refine (h1.mul_prod h2).mono (Continuous.aestronglyMeasurable ?_) (ae_of_all _ fun p => ?_)
  · unfold integrand; fun_prop
  · rw [integrand_eq, norm_mul, radial_norm, one_mul, radial_norm, rate_re, Complex.ofReal_re,
      Complex.norm_real, Real.norm_eq_abs]
    exact mul_le_of_le_one_left (by positivity) (Real.abs_cos_le_one _)
```

## The angular integral of \(1/D\)

Write \(s=\sin\varphi\), \(c=\cos\varphi\), \(R=\sqrt{\eta^2+r^2}\) and \(N=\eta^2+r^2c^2\). Then \(1/D=(\eta+irc)/N\).

For the real part set \(n=(R-\eta)sc\) and \(M=\eta+(R-\eta)c^2\), which is positive because \(R\ge\eta\). With \(s^2+c^2=1\) and \((R-\eta)(R+\eta)=r^2\),
\[
M^2+n^2=\eta^2+c^2\left[2\eta(R-\eta)+(R-\eta)^2\right]=N .
\]
Primes denote \(d/d\varphi\). From \(n'=(R-\eta)(c^2-s^2)\) and \(M'=-2(R-\eta)sc\),
\[
W=n'M-nM'=\eta(R-\eta)(2c^2-1)+(R-\eta)^2c^2=N-\eta R .
\]
The derivative of \(\arctan(n/M)\) is \(W/N\), so \([\varphi-\arctan(n/M)]/R\) has derivative \(\eta/N\). The arctangent vanishes at \(0\) and \(2\pi\), and the real part integrates to \(2\pi/R\).

For the imaginary part, \((R+rs)(R-rs)=N>0\) together with the positive sum \(2R\) of the two factors makes both of them positive, and
\[
\frac{d}{d\varphi}\,\frac{\log(R+rs)-\log(R-rs)}{2R}=\frac{rc}{2R}\left[\frac1{R+rs}+\frac1{R-rs}\right]=\frac{rc}{N}.
\]
This antiderivative is periodic, so \(\int_0^{2\pi}d\varphi/D=2\pi/R\). In `angular_inv`, `hP` and `hQ` are the two derivatives, and `key` and `key2` do the fraction algebra. The two `linear_combination` calls inside `hP` prove the identities for \(M^2+n^2\) and \(W\).

```lean
/-- For `η > 0`, the integral of `1 / (η - i r cos φ)` over a full turn is `2π / √(η² + r²)`. -/
theorem angular_inv {η : ℝ} (hη : 0 < η) (r : ℝ) :
    ∫ φ in (0 : ℝ)..(2 * π), 1 / rate η r φ = ((2 * π / √(η ^ 2 + r ^ 2) : ℝ) : ℂ) := by
  obtain ⟨R, hRe⟩ : ∃ R, R = √(η ^ 2 + r ^ 2) := ⟨_, rfl⟩
  rw [← hRe]
  have hR : R ^ 2 = η ^ 2 + r ^ 2 := by rw [hRe]; exact Real.sq_sqrt (by positivity)
  have hR0 : 0 < R := by rw [hRe]; positivity
  have hd : 0 ≤ R - η := by
    by_contra h
    have h' : 0 < η - R := by linarith [not_le.1 h]
    nlinarith [sq_nonneg r, mul_pos h' (add_pos hη hR0)]
  have hD : ∀ φ, rate η r φ ≠ 0 := fun φ h => by
    have := rate_re η r φ; rw [h] at this; exact hη.ne this
  have key : ∀ n M W N : ℝ, M ≠ 0 → N ≠ 0 → M ^ 2 + n ^ 2 = N → W = N - η * R →
      (1 - 1 / (1 + (n / M) ^ 2) * (W / M ^ 2)) / R = η / N := by
    intro n M W N hM hN h1 h2
    rw [div_pow, one_add_div (pow_ne_zero 2 hM), h1, h2]
    field_simp
    ring
  have key2 : ∀ p q t : ℝ, 0 < p → 0 < q → p + q = 2 * R →
      (t / p - -t / q) / (2 * R) = t / (p * q) := by
    intro p q t hp hq h
    have := (add_pos hp hq).ne'
    rw [← h]
    field_simp
    ring
  have hF : ∀ φ, HasDerivAt (fun x : ℝ =>
      (((x - Real.arctan ((R - η) * (Real.sin x * Real.cos x)
        / (η + (R - η) * (Real.cos x * Real.cos x)))) / R : ℝ) : ℂ) + I *
      (((Real.log (R + r * Real.sin x) - Real.log (R - r * Real.sin x)) / (2 * R) : ℝ) : ℂ))
      (1 / rate η r φ) φ := fun φ => by
    have hs := Real.hasDerivAt_sin φ
    have hc := Real.hasDerivAt_cos φ
    have hsc := Real.sin_sq_add_cos_sq φ
    have hN : 0 < η ^ 2 + r ^ 2 * Real.cos φ ^ 2 := by positivity
    have hM : 0 < η + (R - η) * (Real.cos φ * Real.cos φ) :=
      add_pos_of_pos_of_nonneg hη (mul_nonneg hd (mul_self_nonneg _))
    -- real part: derivative `η / (η² + r² cos² φ)`
    have hP := (((hasDerivAt_id' φ).fun_sub ((((hs.fun_mul hc).const_mul (R - η)).fun_div
      (((hc.fun_mul hc).const_mul (R - η)).const_add η) hM.ne').arctan)).div_const R).congr_deriv
      (key _ _ _ _ hM.ne' hN.ne'
        (by linear_combination (R - η) ^ 2 * Real.cos φ ^ 2 * hsc + Real.cos φ ^ 2 * hR)
        (by
          linear_combination (R - η) * ((R - η) * Real.cos φ ^ 2 - η) * hsc
            + Real.cos φ ^ 2 * hR))
    -- imaginary part: derivative `r cos φ / (η² + r² cos² φ)`
    have hq : (R + r * Real.sin φ) * (R - r * Real.sin φ) = η ^ 2 + r ^ 2 * Real.cos φ ^ 2 := by
      linear_combination hR - r ^ 2 * hsc
    have hb := abs_lt_of_sq_lt_sq' (show (r * Real.sin φ) ^ 2 < R ^ 2 by nlinarith) hR0.le
    have hp : 0 < R + r * Real.sin φ := by linarith [hb.1]
    have hm : 0 < R - r * Real.sin φ := by linarith [hb.2]
    have hQ := (((((hs.const_mul r).const_add R).log hp.ne').fun_sub
      (((hs.const_mul r).const_sub R).log hm.ne')).div_const (2 * R)).congr_deriv
      (key2 _ _ _ hp hm (by ring))
    refine (hP.ofReal_comp.fun_add (hQ.ofReal_comp.const_mul I)).congr_deriv ?_
    rw [hq, Complex.ofReal_div, Complex.ofReal_div, ← mul_div_assoc, ← add_div,
      div_eq_div_iff (Complex.ofReal_ne_zero.2 hN.ne') (hD φ)]
    simp only [rate, Complex.ofReal_add, Complex.ofReal_mul, Complex.ofReal_pow]
    linear_combination (-(r : ℂ) ^ 2 * ((Real.cos φ : ℝ) : ℂ) ^ 2) * Complex.I_sq
  have hc : Continuous fun φ => 1 / rate η r φ :=
    continuous_const.div (by unfold rate; fun_prop) hD
  rw [intervalIntegral.integral_eq_sub_of_hasDerivAt (fun φ _ => hF φ)
    (hc.intervalIntegrable _ _)]
  simp
```

The pattern in `hP` can be reused. One assembles a `HasDerivAt` term from combinators such as `fun_mul`, `fun_div` and `arctan`, accepts the unsimplified derivative that results, and replaces it by the wanted expression with `congr_deriv`. What remains is a polynomial identity modulo `hsc` and `hR`, which `linear_combination` closes. An antiderivative that is smooth on the whole line, unlike one written with \(\tan\varphi\), allows a single use of `intervalIntegral.integral_eq_sub_of_hasDerivAt`.

## The angular moment

Let \(m=\cos\alpha/R^2\), \(B=\sin\alpha/\eta\) and \(G=(m\eta s-Bc)/D\). Since \(D'=irs\),
\[
D^2G'=(m\eta c+Bs)(\eta-irc)-irs(m\eta s-Bc)=m\eta^2c+s\sin\alpha-im\eta r .
\]
Also \(\cos(\varphi-\alpha)=m(\eta^2+r^2)c+s\sin\alpha\) and \(imrD=im\eta r+mr^2c\), whose difference is the same expression. Therefore
\[
G'=\frac{\cos(\varphi-\alpha)}{D^2}-\frac{imr}{D}.
\]
As \(G(2\pi)=G(0)\),
\[
\int_0^{2\pi}\frac{\cos(\varphi-\alpha)}{D^2}\,d\varphi=imr\,\frac{2\pi}{R}=\frac{2\pi i\,r\cos\alpha}{R^3}.
\]
Here `hG` is the identity for \(G'\), `h` is its integral over the turn, and `hpow` identifies \((\eta^2+r^2)^{3/2}\), a real power in Lean, with \(R^2\cdot R\).

```lean
/-- For `η > 0`, the integral of `cos(φ-α) / (η - i r cos φ)²` over a full turn is
`2π i r cos α / (η² + r²)^(3/2)`. -/
theorem angular_moment {η : ℝ} (hη : 0 < η) (r α : ℝ) :
    ∫ φ in (0 : ℝ)..(2 * π), ((Real.cos (φ - α) : ℝ) : ℂ) / rate η r φ ^ 2 =
      2 * π * I * r * (Real.cos α : ℝ) / ((η ^ 2 + r ^ 2) ^ (3 / 2 : ℝ) : ℝ) := by
  have hS : 0 < η ^ 2 + r ^ 2 := by positivity
  have hS' : (η : ℂ) ^ 2 + (r : ℂ) ^ 2 ≠ 0 := by exact_mod_cast hS.ne'
  obtain ⟨m, hme⟩ : ∃ m : ℂ, m = (Real.cos α : ℝ) / ((η : ℂ) ^ 2 + (r : ℂ) ^ 2) := ⟨_, rfl⟩
  have hm : m * ((η : ℂ) ^ 2 + (r : ℂ) ^ 2) = (Real.cos α : ℝ) := by
    rw [hme, div_mul_cancel₀ _ hS']
  obtain ⟨B, hB⟩ : ∃ B : ℂ, B * η = (Real.sin α : ℝ) :=
    ⟨_, div_mul_cancel₀ _ (Complex.ofReal_ne_zero.2 hη.ne')⟩
  have hD : ∀ φ, rate η r φ ≠ 0 := fun φ h => by
    have := rate_re η r φ; rw [h] at this; exact hη.ne this
  -- up to a multiple of `1 / D` the integrand is the derivative of a periodic function
  have hG : ∀ φ, HasDerivAt
      (fun x : ℝ => (m * η * (Real.sin x : ℝ) - B * (Real.cos x : ℝ)) / rate η r x)
      (((Real.cos (φ - α) : ℝ) : ℂ) / rate η r φ ^ 2 - m * I * r * (1 / rate η r φ)) φ := by
    intro φ
    have hs := (Real.hasDerivAt_sin φ).ofReal_comp
    have hc := (Real.hasDerivAt_cos φ).ofReal_comp
    have hr : HasDerivAt (rate η r) (-(I * r * (-Real.sin φ : ℝ))) φ :=
      (hc.const_mul (I * r)).const_sub (η : ℂ)
    have hsc : ((Real.sin φ : ℝ) : ℂ) ^ 2 + ((Real.cos φ : ℝ) : ℂ) ^ 2 = 1 := by
      rw [← Complex.ofReal_pow, ← Complex.ofReal_pow, ← Complex.ofReal_add,
        Real.sin_sq_add_cos_sq, Complex.ofReal_one]
    refine (((hs.const_mul (m * η)).fun_sub (hc.const_mul B)).fun_div hr (hD φ)).congr_deriv ?_
    have h0 := hD φ
    have e : ((Real.cos (φ - α) : ℝ) : ℂ) / rate η r φ ^ 2 - m * I * r * (1 / rate η r φ)
        = ((Real.cos (φ - α) : ℝ) - m * I * r * rate η r φ) / rate η r φ ^ 2 := by
      field_simp
    rw [e, Real.cos_sub]
    congr 1
    simp only [rate, Complex.ofReal_add, Complex.ofReal_mul, Complex.ofReal_neg]
    linear_combination ((Real.cos φ : ℝ) : ℂ) * hm
      - m * r ^ 2 * ((Real.cos φ : ℝ) : ℂ) * Complex.I_sq - m * η * I * r * hsc
      + ((Real.sin φ : ℝ) : ℂ) * hB
  have hcD : Continuous (rate η r) := by unfold rate; fun_prop
  have c1 : Continuous fun φ => ((Real.cos (φ - α) : ℝ) : ℂ) / rate η r φ ^ 2 :=
    Continuous.div (by fun_prop) (hcD.pow 2) fun φ => pow_ne_zero 2 (hD φ)
  have c2 : Continuous fun φ => m * I * r * (1 / rate η r φ) :=
    continuous_const.mul (continuous_const.div hcD hD)
  have h := intervalIntegral.integral_eq_sub_of_hasDerivAt (a := 0) (b := 2 * π)
    (fun φ _ => hG φ) ((c1.sub c2).intervalIntegrable _ _)
  rw [intervalIntegral.integral_sub (c1.intervalIntegrable _ _) (c2.intervalIntegrable _ _),
    intervalIntegral.integral_const_mul, angular_inv hη] at h
  simp only [rate, Real.sin_two_pi, Real.cos_two_pi, Real.sin_zero, Real.cos_zero, sub_self,
    sub_eq_zero] at h
  have hpow : (η ^ 2 + r ^ 2) ^ (3 / 2 : ℝ) = (η ^ 2 + r ^ 2) * √(η ^ 2 + r ^ 2) := by
    rw [show (3 / 2 : ℝ) = 1 + 1 / 2 by norm_num, Real.rpow_add hS, Real.rpow_one,
      Real.sqrt_eq_rpow]
  unfold rate
  rw [h, hpow, hme]
  push_cast
  simp only [div_eq_mul_inv, mul_inv]
  ring
```

## Closed form and limit

Inserting \(1/D^2\) for the radial integral in each direction gives
\[
T(\eta,r,\alpha)=\frac{2\pi i\,r\cos\alpha}{(\eta^2+r^2)^{3/2}}.
\]
`transform_eq` assumes only \(\eta>0\). Both \(r\) and \(\alpha\) are arbitrary reals; \(r=0\) gives \(T=0\), and negative \(r\) corresponds to the reversed position vector. The transverse component, \(\alpha=\pi/2\), vanishes.

```lean
/-- For `η > 0` the regularized transform equals `2π i r cos α / (η² + r²)^(3/2)`. -/
theorem transform_eq {η : ℝ} (hη : 0 < η) (r α : ℝ) : transform η r α =
    2 * π * I * r * (Real.cos α : ℝ) / ((η ^ 2 + r ^ 2) ^ (3 / 2 : ℝ) : ℝ) := by
  rw [← angular_moment hη r α, transform]
  refine intervalIntegral.integral_congr fun φ _ => ?_
  simp only [integrand_eq]
  rw [MeasureTheory.integral_const_mul, (radial_integral (by rwa [rate_re])).2, mul_one_div]
```

Setting \(\alpha=0\) gives the longitudinal integral \(2\pi i r/(\eta^2+r^2)^{3/2}\), with the integrand written out.

```lean
/-- For `η > 0` the polar integral of `k cos φ exp(i k r cos φ) exp(-η k)` equals
`2π i r / (η² + r²)^(3/2)`. -/
theorem longitudinal_eq {η : ℝ} (hη : 0 < η) (r : ℝ) :
    ∫ φ in (0 : ℝ)..(2 * π), ∫ k in Ioi (0 : ℝ), (k : ℂ) * (Real.cos φ : ℝ)
      * Complex.exp (I * k * r * (Real.cos φ : ℝ)) * Complex.exp (-(η : ℂ) * k)
      = 2 * π * I * r / ((η ^ 2 + r ^ 2) ^ (3 / 2 : ℝ) : ℝ) := by
  simpa only [transform, integrand, sub_zero, Real.cos_zero, Complex.ofReal_one, mul_one]
    using transform_eq hη r 0
```

For fixed \(r>0\) the denominator is continuous in \(\eta\) and equals \(r^3\) at \(\eta=0\), which are `hc` and `hv`. Hence \(T\to2\pi i\cos\alpha/r^2\), and \(2\pi i/r^2\) for \(\alpha=0\). The filter `𝓝[>] 0` lets \(\eta\) approach zero through positive values, where the closed form applies. The value of `transform` at \(\eta=0\) itself plays no role, and it is zero, because Lean assigns zero to the non-integrable radial integrals there; it therefore differs from the limit unless \(\cos\alpha=0\). The limit is pointwise in \(r\), with no statement about uniformity near \(r=0\) or convergence as a distribution.

```lean
/-- For `r > 0` the regularized transform tends to `2π i cos α / r²` as `η` decreases to `0`. -/
theorem transform_tendsto {r : ℝ} (hr : 0 < r) (α : ℝ) :
    Tendsto (fun η => transform η r α) (𝓝[>] 0)
      (𝓝 (2 * π * I * (Real.cos α : ℝ) / (r : ℂ) ^ 2)) := by
  have hr' : (r : ℂ) ≠ 0 := Complex.ofReal_ne_zero.2 hr.ne'
  have hc : ContinuousAt (fun η : ℝ => (η ^ 2 + r ^ 2) ^ (3 / 2 : ℝ)) 0 :=
    (by fun_prop : ContinuousAt (fun η : ℝ => η ^ 2 + r ^ 2) 0).rpow_const (Or.inr (by norm_num))
  have hv : ((0 : ℝ) ^ 2 + r ^ 2) ^ (3 / 2 : ℝ) = r ^ 3 := by
    rw [show (0 : ℝ) ^ 2 + r ^ 2 = r ^ (2 : ℝ) by rw [Real.rpow_two]; ring,
      ← Real.rpow_mul hr.le, show (2 : ℝ) * (3 / 2) = ((3 : ℕ) : ℝ) by norm_num,
      Real.rpow_natCast]
  have ht : Tendsto (fun η : ℝ => (η ^ 2 + r ^ 2) ^ (3 / 2 : ℝ)) (𝓝 0) (𝓝 (r ^ 3)) := by
    rw [← hv]; exact hc.tendsto
  have h := (tendsto_const_nhds (x := 2 * π * I * r * ((Real.cos α : ℝ) : ℂ))).div
    ((Complex.continuous_ofReal.tendsto _).comp ht) (Complex.ofReal_ne_zero.2 (by positivity))
  have e : 2 * π * I * ((Real.cos α : ℝ) : ℂ) / (r : ℂ) ^ 2
      = 2 * π * I * r * (Real.cos α : ℝ) / ((r ^ 3 : ℝ) : ℂ) := by
    rw [Complex.ofReal_pow]; field_simp
  rw [e]
  refine (h.mono_left nhdsWithin_le_nhds).congr' ?_
  filter_upwards [self_mem_nhdsWithin] with η hη
  rw [transform_eq hη]
  rfl

end

end DiracConeTransform
```

```lean
#print axioms DiracConeTransform.integrand_integrable
#print axioms DiracConeTransform.longitudinal_eq
#print axioms DiracConeTransform.transform_tendsto
```

```
'DiracConeTransform.integrand_integrable' depends on axioms: [propext, Classical.choice, Quot.sound]
'DiracConeTransform.longitudinal_eq' depends on axioms: [propext, Classical.choice, Quot.sound]
'DiracConeTransform.transform_tendsto' depends on axioms: [propext, Classical.choice, Quot.sound]
```

## Numbers and use

Take \(\eta=3\), \(r=4\), so \(R=5\). Then \(\int_0^{2\pi}d\varphi/D=2\pi/5\), and for \(\alpha=0\) one has \(m=1/25\) and
\[
T=i\cdot\tfrac{1}{25}\cdot4\cdot\tfrac{2\pi}{5}=\tfrac{8\pi i}{125}\approx0.201\,i .
\]
The limit at \(r=4\) is \(2\pi i/16\approx0.393\,i\), and the ratio is \((r/R)^3=64/125\). For \(\alpha=\pi/3\) both values are halved.

The link to the density matrix that follows is ordinary physics and is not encoded in the Lean theorems. Applying \(\int d^2k/(2\pi)^2\,e^{i\mathbf{k}\cdot\mathbf{r}}e^{-\eta k}\) to \(-\tfrac12\boldsymbol\sigma\cdot\hat{k}\) gives \(-i\,\boldsymbol\sigma\cdot\mathbf{r}/(4\pi R^3)\), with \(\mathbf{r}\) the difference of the two position arguments of the density matrix. The other half of the projector, \(\tfrac12\) times the identity, gives \(\eta/(4\pi R^3)\) on the diagonal, which tends to zero as \(\eta\to0\) for \(r>0\). With \(\boldsymbol\sigma=(\sigma_x,\sigma_y)\) the matrix \(\boldsymbol\sigma\cdot\mathbf{r}\) is off-diagonal, and the off-diagonal elements have modulus approaching \(1/(4\pi r^2)\), a power law in this zero-temperature, single-valley model without lattice or interactions. In a direct quadrature along real \(k\) the factor \(e^{-\eta k}\) acts as a smooth momentum cutoff near \(k\sim1/\eta\), the radial grid has to extend over several \(1/\eta\) and resolve oscillations in \(k\) with periods down to \(2\pi/r\), and the closed form supplies a reference value. For \(r>0\), multiplying \(T\) by \((1+\eta^2/r^2)^{3/2}\) returns its limit \(2\pi i\cos\alpha/r^2\); without that factor the relative error is about \(3\eta^2/(2r^2)\) for \(\eta\ll r\) and \(\cos\alpha\neq0\). The factor does not remove the diagonal term \(\eta/(4\pi R^3)\) of the damped density matrix, which is \(\eta/r\) times the modulus of the off-diagonal elements.
